# For a Hermitian Bogoliubov-de Gennes matrix in the full particle-hole basis, solutions pair at $\pm E$ and $\sum_i u_i v_i = 0$ when $E \neq 0$

A solution $(u,v)$ of the Bogoliubov-de Gennes equations is meant to define a fermionic quasiparticle,

$$\gamma=\sum_i\left(\bar u_i\,c_i+\bar v_i\,c_i^\dagger\right),$$

where $c_i$ annihilates a fermion in state $i$ and the bar denotes complex conjugation. The anticommutation relations give $\gamma^2=\overline{\sum_i u_i v_i}$. If this number were nonzero, $\gamma^\dagger$ would not square to zero, and the quasiparticle level could not be just empty or singly occupied. The amplitudes would solve the eigenvalue problem and still fail to describe a fermion. Nonzero energy excludes this, provided that the one-body matrix is Hermitian and the pairing matrix is antisymmetric.

The setting is a quadratic, mean-field Hamiltonian with finitely many single-particle states,

$$\hat H=\sum_{ij}h_{ij}c_i^\dagger c_j+\tfrac12\sum_{ij}\left(D_{ij}c_i^\dagger c_j^\dagger+\text{h.c.}\right).$$

The states are labelled by a finite type `n`. For electrons of both spins the label includes spin, so each spin state appears both as a particle and as a hole. The smaller matrix often used for singlet pairing, which keeps only spin-up particles and spin-down holes, is not of the form studied here: its solutions can have $\sum_i u_i v_i\neq0$ at nonzero energy.

In Lean 4 with Mathlib:

```lean
import Mathlib

open Matrix

namespace BdGParticleHole

variable {n : Type*} [Fintype n]
```

## The matrix and its Hermiticity

Collecting the operators into the column $(c,c^\dagger)$ gives, up to a constant and an overall factor $\tfrac12$, the matrix

$$H=\begin{pmatrix}h&D\\-\bar D&-\bar h\end{pmatrix}.$$

```lean
/-- The Bogoliubov-de Gennes matrix with block rows `(h, D)` and `(-conj D, -conj h)`. -/
def bdg (h D : Matrix n n ℂ) : Matrix (n ⊕ n) (n ⊕ n) ℂ :=
  Matrix.fromBlocks h D (-D.map star) (-h.map star)
```

The index type `n ⊕ n` holds one particle copy and one hole copy of each state. `M.map star` conjugates the entries of `M` without transposing it. Both `h` and `D` are given matrices: no self-consistency condition ties the pairing to the solutions.

Comparing $H^\dagger$ with $H$ block by block, the upper left block requires $h^\dagger=h$. The upper right block requires $(-\bar D)^\dagger=-D^T=D$. The other two blocks then agree automatically. The condition on $D$ is the one that fermionic pairing supplies, because $c_i^\dagger c_j^\dagger=-c_j^\dagger c_i^\dagger$ leaves only the antisymmetric part of $D$ in $\hat H$.

```lean
omit [Fintype n] in
/-- The Bogoliubov-de Gennes matrix is Hermitian exactly when `h` is Hermitian and the
pairing matrix `D` is antisymmetric. -/
theorem bdg_isHermitian_iff (h D : Matrix n n ℂ) :
    (bdg h D).IsHermitian ↔ h.IsHermitian ∧ Dᵀ = -D := by
  constructor
  · intro H
    refine ⟨Matrix.IsHermitian.ext fun i j => H.apply (Sum.inl i) (Sum.inl j), ?_⟩
    ext i j
    have k : -D j i = D i j := by
      simpa [bdg] using H.apply (Sum.inl i) (Sum.inr j)
    rw [Matrix.transpose_apply, Matrix.neg_apply, ← k, neg_neg]
  · rintro ⟨hh, hD⟩
    have d : ∀ i j, D j i = -D i j := fun i j => congrFun (congrFun hD i) j
    apply Matrix.IsHermitian.ext
    rintro (i | i) (j | j)
    · exact hh.apply i j
    · change star (-star (D j i)) = D i j
      rw [d i j, star_neg, star_star, neg_neg]
    · change star (D j i) = -star (D i j)
      rw [d i j, star_neg]
    · change star (-star (h j i)) = -star (h i j)
      rw [star_neg, hh.apply i j]
```

The forward direction reads off the two upper blocks of the Hermiticity condition. The reverse direction checks all four.

## Two coupled equations

Written out, $H(u,v)=E(u,v)$ is the pair

$$hu+Dv=Eu,\qquad -\bar Du-\bar hv=Ev.$$

```lean
/-- The eigenvalue equation for `(u, v)` is the pair of coupled equations
`h u + D v = E u` and `-conj D u - conj h v = E v`. -/
theorem bdg_equations {h D : Matrix n n ℂ} {u v : n → ℂ} {E : ℂ} :
    bdg h D *ᵥ Sum.elim u v = E • Sum.elim u v ↔
      h *ᵥ u + D *ᵥ v = E • u ∧
        -(D.map star *ᵥ u) - h.map star *ᵥ v = E • v := by
  unfold bdg
  rw [Matrix.fromBlocks_mulVec, Sum.elim_comp_inl, Sum.elim_comp_inr,
    Matrix.neg_mulVec, Matrix.neg_mulVec, ← sub_eq_add_neg]
  constructor
  · intro H
    exact ⟨funext fun i => congrFun H (Sum.inl i), funext fun i => congrFun H (Sum.inr i)⟩
  · rintro ⟨a, b⟩
    funext i
    rcases i with i | i
    · exact congrFun a i
    · exact congrFun b i
```

`Sum.elim u v` is the column with $u$ on the particle copy and $v$ on the hole copy. The equivalence comes from multiplying out the blocks and comparing entries. It holds for any complex `E` and any `h` and `D`, and it doesn't require the column to be nonzero.

## Conjugation and exchange

Conjugating a matrix-vector product conjugates both factors, $\overline{Mw}=\bar M\bar w$, since conjugation respects sums and products.

```lean
/-- Complex conjugation of a matrix-vector product conjugates both factors. -/
theorem star_mulVec_conj (M : Matrix n n ℂ) (w : n → ℂ) :
    star (M *ᵥ w) = M.map star *ᵥ star w := by
  funext i
  simp only [Pi.star_apply, Matrix.mulVec, dotProduct, Matrix.map_apply, star_sum, star_mul']
```

Apply this to both equations:

$$\bar h\bar u+\bar D\bar v=\bar E\bar u,\qquad -D\bar u-h\bar v=\bar E\bar v.$$

Change the signs and swap the order:

$$h\bar v+D\bar u=-\bar E\,\bar v,\qquad -\bar D\bar v-\bar h\bar u=-\bar E\,\bar u.$$

These are the original equations for the column $(\bar v,\bar u)$ at $-\bar E$. Neither Hermiticity nor antisymmetry was used; the block pattern suffices.

```lean
/-- Particle-hole conjugation: if `(u, v)` solves the equations at `E`, then
`(conj v, conj u)` solves them at `-conj E`, for any matrices `h` and `D`. -/
theorem particle_hole {h D : Matrix n n ℂ} {u v : n → ℂ} {E : ℂ}
    (hψ : bdg h D *ᵥ Sum.elim u v = E • Sum.elim u v) :
    bdg h D *ᵥ Sum.elim (star v) (star u) = (-star E) • Sum.elim (star v) (star u) := by
  obtain ⟨h1, h2⟩ := bdg_equations.1 hψ
  have cc : ∀ M : Matrix n n ℂ, (M.map star).map star = M := fun M => by
    ext i j
    exact star_star (M i j)
  -- conjugate both equations; they exchange their roles
  have h1' := congrArg star h1
  have h2' := congrArg star h2
  simp only [star_add, star_smul, star_mulVec_conj] at h1'
  simp only [star_sub, star_neg, star_smul, star_mulVec_conj, cc] at h2'
  refine bdg_equations.2 ⟨?_, ?_⟩
  · linear_combination (norm := module) (-1 : ℂ) • h2'
  · linear_combination (norm := module) (-1 : ℂ) • h1'
```

In the code, `h1'` and `h2'` are the two conjugated equations. Each `linear_combination` with coefficient $-1$ is the change of sign, and the swap is visible in `h2'` serving the first goal and `h1'` the second.

## Pairing two solutions without conjugation

Let $(u,v)$ solve the equations at $E$ and $(u',v')$ at $E'$. Write $x\cdot y=\sum_i x_iy_i$, with no conjugation. Pair the first solution's equations with $v'$ and $u'$, and the second solution's with $v$ and $u$:

$$\begin{aligned}
(hu)\cdot v'+(Dv)\cdot v'&=E\,u\cdot v',\\
-(\bar Du)\cdot u'-(\bar hv)\cdot u'&=E\,v\cdot u',\\
v\cdot(hu')+v\cdot(Dv')&=E'\,v\cdot u',\\
-u\cdot(\bar Du')-u\cdot(\bar hv')&=E'\,u\cdot v'.
\end{aligned}$$

A matrix moves across the bilinear product as its transpose, $(Mx)\cdot y=x\cdot(M^Ty)$. With $h^T=\bar h$ and $D^T=-D$ this gives

$$\begin{aligned}
(hu)\cdot v'&=u\cdot(\bar hv'),&(\bar hv)\cdot u'&=v\cdot(hu'),\\
(Dv)\cdot v'&=-v\cdot(Dv'),&(\bar Du)\cdot u'&=-u\cdot(\bar Du').
\end{aligned}$$

Adding the four paired equations, every matrix term cancels, and what remains is

$$(E+E')\,(u\cdot v'+v\cdot u')=0.$$

If $E+E'\neq0$, the second factor vanishes.

```lean
/-- For `h` Hermitian and `D` antisymmetric, two solutions `(u, v)` at `E` and `(u', v')`
at `E'` with `E + E' ≠ 0` satisfy `u · v' + v · u' = 0`, without complex conjugation. -/
theorem bilinear_orthogonality {h D : Matrix n n ℂ} (hh : h.IsHermitian) (hD : Dᵀ = -D)
    {u v u' v' : n → ℂ} {E E' : ℂ}
    (hψ : bdg h D *ᵥ Sum.elim u v = E • Sum.elim u v)
    (hφ : bdg h D *ᵥ Sum.elim u' v' = E' • Sum.elim u' v') (hE : E + E' ≠ 0) :
    u ⬝ᵥ v' + v ⬝ᵥ u' = 0 := by
  obtain ⟨a1, a2⟩ := bdg_equations.1 hψ
  obtain ⟨b1, b2⟩ := bdg_equations.1 hφ
  have move : ∀ (M : Matrix n n ℂ) (x y : n → ℂ), (M *ᵥ x) ⬝ᵥ y = x ⬝ᵥ (Mᵀ *ᵥ y) := by
    intro M x y
    rw [Matrix.mulVec_transpose, dotProduct_comm, Matrix.dotProduct_mulVec, dotProduct_comm]
  have hT : hᵀ = h.map star := by
    ext i j
    exact (hh.apply j i).symm
  have hT' : (h.map star)ᵀ = h := by rw [← hT, Matrix.transpose_transpose]
  have hD' : (D.map star)ᵀ = -D.map star := by
    ext i j
    change star (D j i) = -star (D i j)
    rw [show D j i = -D i j from congrFun (congrFun hD i) j, star_neg]
  -- move each matrix to the other factor
  have s1 : (h *ᵥ u) ⬝ᵥ v' = u ⬝ᵥ (h.map star *ᵥ v') := by rw [move, hT]
  have s2 : (h.map star *ᵥ v) ⬝ᵥ u' = v ⬝ᵥ (h *ᵥ u') := by rw [move, hT']
  have s3 : (D *ᵥ v) ⬝ᵥ v' = -(v ⬝ᵥ (D *ᵥ v')) := by
    rw [move, hD, Matrix.neg_mulVec, dotProduct_neg]
  have s4 : (D.map star *ᵥ u) ⬝ᵥ u' = -(u ⬝ᵥ (D.map star *ᵥ u')) := by
    rw [move, hD', Matrix.neg_mulVec, dotProduct_neg]
  -- pair the four equations with the amplitudes of the other solution
  have e1 := congrArg (fun x => x ⬝ᵥ v') a1
  have e2 := congrArg (fun x => x ⬝ᵥ u') a2
  have e3 := congrArg (fun x => v ⬝ᵥ x) b1
  have e4 := congrArg (fun x => u ⬝ᵥ x) b2
  simp only [add_dotProduct, smul_dotProduct, smul_eq_mul] at e1
  simp only [sub_dotProduct, neg_dotProduct, smul_dotProduct, smul_eq_mul] at e2
  simp only [dotProduct_add, dotProduct_smul, smul_eq_mul] at e3
  simp only [dotProduct_sub, dotProduct_neg, dotProduct_smul, smul_eq_mul] at e4
  have key : (E + E') * (u ⬝ᵥ v' + v ⬝ᵥ u') = 0 := by
    linear_combination -e1 - e2 - e3 - e4 + s1 - s2 + s3 - s4
  exact (mul_eq_zero.mp key).resolve_left hE
```

Here `⬝ᵥ` is the bilinear product. The equations `e1` to `e4` are the four pairings in the order above, `s1` to `s4` are the transposition identities, and `key` is their sum.

This is ordinary orthogonality in another form: $u\cdot v'+v\cdot u'$ is the Hermitian inner product of the particle-hole partner $(\bar v,\bar u)$ with $(u',v')$.

## The partner at $-E$ and the vanishing sum

For real $E$ we have $-\bar E=-E$, so $(\bar v,\bar u)$ solves the equations at $-E$. Now take the second solution equal to the first. The pairing identity becomes

$$2E\cdot2\sum_iu_iv_i=0,$$

and $E\neq0$ leaves $\sum_iu_iv_i=0$.

```lean
/-- For `h` Hermitian and `D` antisymmetric, a solution `(u, v)` at real energy `E` has the
partner `(conj v, conj u)` at `-E`, and if `E ≠ 0` then `∑ u_i v_i = 0`. -/
theorem particle_hole_partner {h D : Matrix n n ℂ} (hh : h.IsHermitian) (hD : Dᵀ = -D)
    {u v : n → ℂ} {E : ℝ}
    (hψ : bdg h D *ᵥ Sum.elim u v = (E : ℂ) • Sum.elim u v) :
    bdg h D *ᵥ Sum.elim (star v) (star u) = (-(E : ℂ)) • Sum.elim (star v) (star u) ∧
      (E ≠ 0 → ∑ i, u i * v i = 0) := by
  constructor
  · have hc := particle_hole hψ
    rwa [Complex.star_def, Complex.conj_ofReal] at hc
  · intro hE
    have hE2 : (E : ℂ) + E ≠ 0 := by
      rw [← two_mul]
      exact mul_ne_zero two_ne_zero (Complex.ofReal_ne_zero.mpr hE)
    have hs := bilinear_orthogonality hh hD hψ hψ hE2
    rw [dotProduct_comm v u, ← two_mul] at hs
    exact (mul_eq_zero.mp hs).resolve_left two_ne_zero
```

The hypotheses `hh` and `hD` are Hermiticity of $h$ and antisymmetry of $D$. Declaring `E : ℝ` loses no nonzero solution, because a Hermitian matrix has only real eigenvalues. The conclusion has two parts: the partner equation, valid at every real energy, and the sum rule, conditional on `E ≠ 0`.

When a mean-field calculation for a superconductor diagonalises this full matrix, the eigenvectors at negative energy can therefore be obtained from those at positive energy by conjugation and exchange. In a periodic crystal treated one wave vector at a time, the partner of a solution at wave vector $k$ lies at $-k$. The theorem concerns one solution at a time and doesn't construct a complete set of quasiparticles.

## Self-conjugate solutions sit at zero energy

A column of the form $(u,\bar u)$ is its own particle-hole partner, and its operator satisfies $\gamma=\gamma^\dagger$, which is the Majorana condition. If its energy were nonzero, the pairing identity would give

$$0=\sum_iu_i\bar u_i=\sum_i|u_i|^2,$$

and hence $u=0$. A nonzero self-conjugate solution therefore has $E=0$.

```lean
/-- For `h` Hermitian and `D` antisymmetric, a nonzero self-conjugate solution
`(u, conj u)` has energy zero. -/
theorem self_conjugate_energy_zero {h D : Matrix n n ℂ} (hh : h.IsHermitian) (hD : Dᵀ = -D)
    {u : n → ℂ} {E : ℂ} (hu : u ≠ 0)
    (hψ : bdg h D *ᵥ Sum.elim u (star u) = E • Sum.elim u (star u)) : E = 0 := by
  by_contra hE
  have hE2 : E + E ≠ 0 := by
    rw [← two_mul]
    exact mul_ne_zero two_ne_zero hE
  have hs := bilinear_orthogonality hh hD hψ hψ hE2
  rw [dotProduct_comm (star u) u, ← two_mul] at hs
  have h0 : ∑ i, u i * star (u i) = 0 := (mul_eq_zero.mp hs).resolve_left two_ne_zero
  -- the bilinear product is now the squared norm of `u`
  have hn : ((∑ i, Complex.normSq (u i) : ℝ) : ℂ) = 0 :=
    (Complex.ofReal_sum _ _).trans
      ((Finset.sum_congr rfl fun i _ => (Complex.mul_conj (u i)).symm).trans h0)
  have hr := (Finset.sum_eq_zero_iff_of_nonneg
    (fun i _ => Complex.normSq_nonneg (u i))).mp (Complex.ofReal_eq_zero.mp hn)
  exact hu (funext fun i => Complex.normSq_eq_zero.mp (hr i (Finset.mem_univ i)))
```

The energy is an arbitrary complex number here, and the theorem shows that it is zero. After `bilinear_orthogonality` has been applied to the solution and itself, the remaining lines rewrite the sum as one of nonnegative real terms, each of which must vanish.

Conversely, suppose that $\psi=(u,v)$ is a nonzero solution at zero energy. Its partner $C\psi=(\bar v,\bar u)$ is also at zero energy, and so is the sum

$$\psi+C\psi=(w,\bar w),\qquad w=u+\bar v.$$

If $w\neq0$, this is a nonzero self-conjugate solution. If $w=0$, then $v=-\bar u$, and multiplication by the imaginary unit $i$ repairs the sign:

$$i\psi=(iu,-i\bar u)=(iu,\overline{iu}).$$

This is nonzero, since $u=0$ would force $v=0$ as well.

```lean
/-- Whenever there is a nonzero zero-energy solution `(u, v)`, there is also a nonzero
self-conjugate one `(w, conj w)`. -/
theorem exists_self_conjugate_zero_mode {h D : Matrix n n ℂ} {u v : n → ℂ}
    (hz : bdg h D *ᵥ Sum.elim u v = 0) (hne : Sum.elim u v ≠ 0) :
    ∃ w : n → ℂ, w ≠ 0 ∧ bdg h D *ᵥ Sum.elim w (star w) = 0 := by
  have hc := particle_hole (h := h) (D := D) (u := u) (v := v) (E := 0)
    (by rw [hz, zero_smul])
  rw [star_zero, neg_zero, zero_smul] at hc
  by_cases hw : u + star v = 0
  · -- the mode is odd under conjugation, so multiply it by `i`
    have hv : v = -star u := by
      rw [← star_star v, eq_neg_of_add_eq_zero_right hw, star_neg]
    refine ⟨Complex.I • u, ?_, ?_⟩
    · intro h0
      have hu : u = 0 := (smul_eq_zero.mp h0).resolve_left Complex.I_ne_zero
      apply hne
      rw [hv, hu]
      funext i
      rcases i with i | i <;> simp
    · have e : Sum.elim (Complex.I • u) (star (Complex.I • u)) =
          Complex.I • Sum.elim u v := by
        rw [hv]
        funext i
        rcases i with i | i <;> simp
      rw [e, Matrix.mulVec_smul, hz, smul_zero]
  · -- otherwise add the mode and its conjugate
    refine ⟨u + star v, hw, ?_⟩
    have e : Sum.elim (u + star v) (star (u + star v)) =
        Sum.elim u v + Sum.elim (star v) (star u) := by
      funext i
      rcases i with i | i <;> simp [add_comm]
    rw [e, Matrix.mulVec_add, hz, hc, add_zero]
```

The case split `by_cases hw` separates the two choices of $w$. Like the conjugation step, this result holds for any `h` and `D`. It provides one self-conjugate solution and says nothing about where that solution is localised or whether it survives a perturbation.

## A two-site chain with a nonzero sum

Take sites 0 and 1 with zero on-site energy and with hopping and pairing of equal strength:

$$h=\begin{pmatrix}0&-1\\-1&0\end{pmatrix},\qquad D=\begin{pmatrix}0&1\\-1&0\end{pmatrix},\qquad u=v=\begin{pmatrix}0\\1\end{pmatrix}.$$

Then $hu=(-1,0)$ and $Dv=(1,0)$, so the first equation holds at $E=0$. All entries are real and $u=v$, so the left side of the second equation is $-Du-hv=-(1,0)+(1,0)=0$. Yet $\sum_iu_iv_i=1$.

```lean
/-- The matrices `h = !![0, -1; -1, 0]` and `D = !![0, 1; -1, 0]` describe a two-site Kitaev chain
with zero on-site energy and with hopping and pairing of equal strength. Here `h` is Hermitian, `D`
is antisymmetric, and the Bogoliubov-de Gennes matrix has the zero-energy solution `u = v = (0, 1)`,
for which `∑ u_i v_i = 1`. -/
theorem kitaev_chain_witness :
    (!![0, -1; -1, 0] : Matrix (Fin 2) (Fin 2) ℂ).IsHermitian ∧
    (!![0, 1; -1, 0] : Matrix (Fin 2) (Fin 2) ℂ)ᵀ = -!![0, 1; -1, 0] ∧
    bdg !![0, -1; -1, 0] !![0, 1; -1, 0] *ᵥ Sum.elim ![0, 1] ![0, 1] =
      (0 : ℂ) • Sum.elim ![0, 1] ![0, 1] ∧
    ∑ i, (![0, 1] : Fin 2 → ℂ) i * (![0, 1] : Fin 2 → ℂ) i = 1 := by
  refine ⟨?_, ?_, bdg_equations.2 ⟨?_, ?_⟩, ?_⟩
  · apply Matrix.IsHermitian.ext
    intro i j
    fin_cases i <;> fin_cases j <;> simp
  · ext i j
    fin_cases i <;> fin_cases j <;> simp
  · ext i
    fin_cases i <;> simp
  · ext i
    fin_cases i <;> simp
  · simp [Fin.sum_univ_two]

end BdGParticleHole
```

The four parts of the statement are Hermiticity of $h$, antisymmetry of $D$, the eigenvalue equation at zero, and the value of the sum. Together they show that Hermiticity and antisymmetry alone do not force $\sum_iu_iv_i=0$ at zero energy.

The column has squared norm 2. Normalised, it is $u=v=(0,1/\sqrt2)$, with $\sum_iu_iv_i=\tfrac12$ and $\gamma=(c_1+c_1^\dagger)/\sqrt2$, a Majorana operator on site 1. A diagonalisation routine may return such a vector from a degenerate zero-energy space, and it does not by itself define an ordinary fermionic level.

```lean
#print axioms BdGParticleHole.particle_hole
#print axioms BdGParticleHole.particle_hole_partner
#print axioms BdGParticleHole.self_conjugate_energy_zero
#print axioms BdGParticleHole.exists_self_conjugate_zero_mode
```

```
'BdGParticleHole.particle_hole' depends on axioms: [propext, Classical.choice, Quot.sound]
'BdGParticleHole.particle_hole_partner' depends on axioms: [propext, Classical.choice, Quot.sound]
'BdGParticleHole.self_conjugate_energy_zero' depends on axioms: [propext, Classical.choice, Quot.sound]
'BdGParticleHole.exists_self_conjugate_zero_mode' depends on axioms: [propext, Classical.choice, Quot.sound]
```
